# No exponent of the one-orbital power functional removes both the fractional-spin and the fractional-charge error

## Energies, occupations and the exponent

One orbital holds $a$ spin-up and $b$ spin-down electrons, with $a,b\in[0,1]$, and two electrons in it repel with energy $J$. The exact repulsion energy is taken as
$$E_{\rm ex}(a,b)=J\max(0,\,a+b-1).$$
The approximation is the Hartree energy minus an exchange term that treats each spin separately:
$$E_f(a,b)=\tfrac J2\big((a+b)^2-f(a)-f(b)\big).$$
The power functional is the choice $f(n)=n^p$. The exponent acts on a single occupation, so an exchange term written with $(n_in_j)^\alpha$ has $p=2\alpha$ here, and Hartree–Fock exchange is $p=2$. The one-electron energy is linear in $a+b$ in both descriptions and cancels from the error $E_f-E_{\rm ex}$.

The fractional-spin error is the error at $(a,1-a)$, where one electron is shared between the spins. The fractional-charge error is the error at $(a,0)$, where a fraction of one electron is present.

In Lean these are `exactEnergy`, `separableEnergy`, `energyError` and `powerExchange`. The function `f : ℝ → ℝ` is arbitrary, with no continuity assumed, and the power is the real power.

```lean
import Mathlib

open Set

namespace PowerFunctionalDilemma

noncomputable section

/-- Exact repulsion energy of one orbital with spin occupations `a` and `b` in `[0,1]`. -/
def exactEnergy (J a b : ℝ) : ℝ := J * max 0 (a + b - 1)

/-- Hartree energy minus an exchange term that is a sum of one function `f` of each
spin occupation. -/
def separableEnergy (J : ℝ) (f : ℝ → ℝ) (a b : ℝ) : ℝ :=
  J / 2 * ((a + b) ^ 2 - f a - f b)

/-- Error of the separable functional: approximate minus exact energy. -/
def energyError (J : ℝ) (f : ℝ → ℝ) (a b : ℝ) : ℝ :=
  separableEnergy J f a b - exactEnergy J a b

/-- The exchange function `n ^ p` of the power functional, for occupations `n ≥ 0`
and exponents `p > 0`. -/
def powerExchange (p n : ℝ) : ℝ := n ^ p
```

## Occupations in $[0,1]$: the exact energy as an ensemble minimum

The bounds on $a$ and $b$ are the Pauli principle for each spin. They make $E_{\rm ex}$ the least repulsion over ensembles of the empty, up, down and doubly occupied states. With weights $w_0,w_u,w_d,w_2\ge0$ summing to 1, the occupations are $a=w_u+w_2$ and $b=w_d+w_2$, so
$$a+b-1=w_2-w_0\le w_2 .$$
Hence $w_2\ge m$ with $m=\max(0,a+b-1)$, and the energy $Jw_2$ is at least $Jm$. The value is reached by $w_2=m$, $w_u=a-m$, $w_d=b-m$, $w_0=1-a-b+m$. These weights are non-negative: $m\ge0$ and $m\ge a+b-1$ by definition, $m\le a$ because $a\ge0$ and $b\le1$, and likewise $m\le b$.

`IsLeast` says both things: the energy belongs to the set of ensemble energies, and it is a lower bound for that set. The first half of the proof supplies the four weights, the second the inequality.

Without the bounds the statement fails. At $a=3/2$, $b=0$ no ensemble exists, although the formula still returns $J/2$.

```lean
/-- For `J > 0` and occupations in `[0,1]`, the exact energy is the least repulsion `J * w₂`
among ensembles of the empty, up, down and doubly occupied states (weights `w₀, wu, wd, w₂`)
with spin occupations `a` and `b`. -/
theorem exactEnergy_isLeast {J a b : ℝ} (hJ : 0 < J) (ha : a ∈ Icc (0 : ℝ) 1)
    (hb : b ∈ Icc (0 : ℝ) 1) :
    IsLeast {E : ℝ | ∃ w₀ wu wd w₂ : ℝ, 0 ≤ w₀ ∧ 0 ≤ wu ∧ 0 ≤ wd ∧ 0 ≤ w₂ ∧
      w₀ + wu + wd + w₂ = 1 ∧ wu + w₂ = a ∧ wd + w₂ = b ∧ E = J * w₂}
      (exactEnergy J a b) := by
  obtain ⟨ha0, ha1⟩ := ha
  obtain ⟨hb0, hb1⟩ := hb
  constructor
  · -- the optimal ensemble has the smallest admissible double occupancy
    have h0 : 0 ≤ max 0 (a + b - 1) := le_max_left _ _
    have h1 : a + b - 1 ≤ max 0 (a + b - 1) := le_max_right _ _
    have h2 : max 0 (a + b - 1) ≤ a := max_le ha0 (by linarith)
    have h3 : max 0 (a + b - 1) ≤ b := max_le hb0 (by linarith)
    exact ⟨1 - a - b + max 0 (a + b - 1), a - max 0 (a + b - 1),
      b - max 0 (a + b - 1), max 0 (a + b - 1), by linarith, by linarith, by linarith,
      h0, by ring, by ring, by ring, rfl⟩
  · rintro E ⟨w₀, wu, wd, w₂, h0, hu, hd, h2, hsum, hwa, hwb, rfl⟩
    exact mul_le_mul_of_nonneg_left (max_le h2 (by linarith)) hJ.le
```

## At most one electron: $a+b\le1$

With at most one electron the exact repulsion is zero, since the maximum is $0$. The error is then the whole approximate energy,
$$D(a,b)=\tfrac J2\big((a+b)^2-f(a)-f(b)\big).$$
The proof evaluates the maximum and simplifies, and all later theorems start from this lemma.

For larger filling the formula is wrong. At $(1,1)$ with $f(n)=n^p$ the approximate and exact energies are both $J$, so the error is $0$, while $D(1,1)=J$. The results below therefore concern fillings up to one electron; they say nothing about fractional charge between one and two electrons, or about several orbitals.

```lean
/-- With at most one electron in the orbital, the error is the whole approximate
repulsion energy. -/
theorem energyError_of_le_one (J : ℝ) (f : ℝ → ℝ) (a b : ℝ) (h : a + b ≤ 1) :
    energyError J f a b = J / 2 * ((a + b) ^ 2 - f a - f b) := by
  unfold energyError separableEnergy exactEnergy
  rw [max_eq_left (by linarith)]
  ring
```

## A strictly fractional occupation: $0<a<1$

For such an $a$, the power $a^p$ decreases strictly as $p$ grows, so one point is enough to fix the exponent. The spin error vanishes when
$$a^p+(1-a)^p=1 .$$
If $p<1$, then $a^p>a$ and $(1-a)^p>1-a$, and the sum exceeds 1. If $p>1$, both inequalities reverse and the sum is below 1. Only $p=1$ remains, and it works.

The proof divides out $J/2$, splits into the cases $p<1$, $p=1$, $p>1$ with `lt_trichotomy`, and applies `Real.rpow_lt_rpow_of_exponent_gt` to each of the two powers. No sign of $p$ is assumed.

At integer occupation the test is blind: at $(0,1)$ the error is $\tfrac J2(1-0-1)=0$ for $p=3$ as well.

```lean
/-- For `J > 0`, the power functional is exact at a single fractional-spin point
`(a, 1 - a)` with `0 < a < 1` if and only if `p = 1`. -/
theorem fractional_spin_point {J a : ℝ} (p : ℝ) (hJ : 0 < J) (ha0 : 0 < a) (ha1 : a < 1) :
    energyError J (powerExchange p) a (1 - a) = 0 ↔ p = 1 := by
  rw [energyError_of_le_one J (powerExchange p) a (1 - a) (by linarith)]
  simp only [powerExchange]
  constructor
  · intro h
    have h1 := (mul_eq_zero.mp h).resolve_left (by positivity)
    have h2 : a ^ p + (1 - a) ^ p = 1 := by linear_combination -h1
    have hb0 : 0 < 1 - a := by linarith
    have hb1 : 1 - a < 1 := by linarith
    -- both powers move to the same side of their p = 1 values
    rcases lt_trichotomy p 1 with hp | hp | hp
    · have h3 := Real.rpow_lt_rpow_of_exponent_gt ha0 ha1 hp
      have h4 := Real.rpow_lt_rpow_of_exponent_gt hb0 hb1 hp
      rw [Real.rpow_one] at h3 h4
      linarith
    · exact hp
    · have h3 := Real.rpow_lt_rpow_of_exponent_gt ha0 ha1 hp
      have h4 := Real.rpow_lt_rpow_of_exponent_gt hb0 hb1 hp
      rw [Real.rpow_one] at h3 h4
      linarith
  · rintro rfl
    rw [Real.rpow_one, Real.rpow_one]
    ring
```

## A positive exponent: $p>0$

Physically, $p>0$ says that an empty spin channel has no exchange energy: $0^p=0$. The charge error at $(a,0)$ is then $\tfrac J2(a^2-a^p)$, which vanishes when $a^p=a^2$. By the same strict monotonicity, $p<2$ gives $a^p>a^2$ and $p>2$ gives $a^p<a^2$, so $p=2$.

The hypothesis enters the proof through `Real.zero_rpow`. It keeps the functional meaningful more than it protects the equivalence: for $p<0$ the power diverges as the occupation goes to zero, while at $p=0$, with $0^0=1$, the error is $\tfrac J2(a^2-2)$, which is still non-zero.

```lean
/-- For `J > 0` and `p > 0`, the power functional is exact at a single fractional-charge
point `(a, 0)` with `0 < a < 1` if and only if `p = 2`. -/
theorem fractional_charge_point {J a p : ℝ} (hJ : 0 < J) (hp : 0 < p) (ha0 : 0 < a)
    (ha1 : a < 1) : energyError J (powerExchange p) a 0 = 0 ↔ p = 2 := by
  rw [energyError_of_le_one J (powerExchange p) a 0 (by linarith)]
  simp only [powerExchange]
  rw [Real.zero_rpow hp.ne']
  constructor
  · intro h
    have h1 := (mul_eq_zero.mp h).resolve_left (by positivity)
    have h2 : a ^ p = a ^ 2 := by linear_combination -h1
    rcases lt_trichotomy p 2 with h3 | h3 | h3
    · have h4 := Real.rpow_lt_rpow_of_exponent_gt ha0 ha1 h3
      rw [Real.rpow_two] at h4
      linarith
    · exact h3
    · have h4 := Real.rpow_lt_rpow_of_exponent_gt ha0 ha1 h3
      rw [Real.rpow_two] at h4
      linarith
  · rintro rfl
    rw [Real.rpow_two]
    ring
```

## A genuine repulsion: $J>0$

$J$ is the energy cost of double occupation. By hand, its use is the division by $J/2$ that turns a vanishing error into an equation for $p$; in the two pointwise proofs this is `mul_eq_zero` followed by `resolve_left`. If $J=0$, every error is zero for every $p$, so the equivalences need $J\ne0$. The ensemble minimum needs $J\ge0$: for $J=-1$ and $a=b=\tfrac12$, the ensemble with $w_2=\tfrac12$ has energy $-\tfrac12$, below the formula's $0$.

The statement over the whole interval, written `Icc (0 : ℝ) 1`, now follows. If the spin error vanishes for all $a\in[0,1]$, it vanishes at $a=\tfrac12$, and $p=1$; likewise the charge error gives $p=2$. Conversely, $p=1$ gives $1-a-(1-a)=0$, and $p=2$ gives $a^2-a^2-0=0$, endpoints included. Since $1\ne2$, no exponent cures both errors.

```lean
/-- For `J > 0` and `p > 0`, the power functional is free of fractional-spin error exactly
when `p = 1`, and free of fractional-charge error exactly when `p = 2`. -/
theorem power_functional_dilemma {J p : ℝ} (hJ : 0 < J) (hp : 0 < p) :
    ((∀ a ∈ Icc (0 : ℝ) 1, energyError J (powerExchange p) a (1 - a) = 0) ↔ p = 1) ∧
    ((∀ a ∈ Icc (0 : ℝ) 1, energyError J (powerExchange p) a 0 = 0) ↔ p = 2) := by
  have hmem : (1 / 2 : ℝ) ∈ Icc (0 : ℝ) 1 := ⟨by norm_num, by norm_num⟩
  refine ⟨⟨fun h => ?_, ?_⟩, ⟨fun h => ?_, ?_⟩⟩
  · exact (fractional_spin_point p hJ (by norm_num) (by norm_num)).mp (h _ hmem)
  · rintro rfl a _
    rw [energyError_of_le_one J (powerExchange 1) a (1 - a) (by linarith)]
    simp only [powerExchange, Real.rpow_one]
    ring
  · exact (fractional_charge_point hJ hp (by norm_num) (by norm_num)).mp (h _ hmem)
  · rintro rfl a ha
    rw [energyError_of_le_one J (powerExchange 2) a 0 (by linarith [ha.2])]
    simp only [powerExchange, Real.rpow_two]
    ring
```

## Exchange as a sum over spins: $f(a)+f(b)$

The exchange term acts between electrons of equal spin only, and it uses the same function $f$ for both spins. Together these two properties exclude a cure, whatever $f$ is. With different functions, $a^2$ for spin up and $2b-b^2$ for spin down, the errors at $(a,1-a)$ and $(a,0)$ would both vanish, but the error at $(0,b)$ would not. Suppose both errors vanish throughout $[0,1]$. The points $(\tfrac12,\tfrac12)$, $(\tfrac12,0)$ and $(0,0)$ give
$$\tfrac J2\big(1-2f(\tfrac12)\big)=0,\qquad \tfrac J2\big(\tfrac14-f(\tfrac12)-f(0)\big)=0,\qquad \tfrac J2\big(-2f(0)\big)=0 .$$
The first, minus twice the second, plus the third, is $J/4=0$, which contradicts $J>0$. The proof takes exactly this combination with `linear_combination`.

A term that couples the spins escapes. Replacing $f(a)+f(b)$ by $a^2+b^2+2ab$ makes the approximate energy zero, which is exact for all $a+b\le1$. For density-matrix functionals this means, within the one-orbital model, that reshaping a same-spin exchange function common to both spins cannot remove both errors.

```lean
/-- For `J > 0`, no exchange term of the form `f a + f b`, whatever the function `f`,
removes both the fractional-spin and the fractional-charge error. -/
theorem no_separable_exchange {J : ℝ} (hJ : 0 < J) (f : ℝ → ℝ) :
    ¬ ((∀ a ∈ Icc (0 : ℝ) 1, energyError J f a (1 - a) = 0) ∧
       (∀ a ∈ Icc (0 : ℝ) 1, energyError J f a 0 = 0)) := by
  rintro ⟨hs, hc⟩
  have h1 := hs (1 / 2) ⟨by norm_num, by norm_num⟩
  have h2 := hc (1 / 2) ⟨by norm_num, by norm_num⟩
  have h3 := hc 0 ⟨by norm_num, by norm_num⟩
  rw [show (1 : ℝ) - 1 / 2 = 1 / 2 by norm_num,
    energyError_of_le_one J f (1 / 2) (1 / 2) (by norm_num)] at h1
  rw [energyError_of_le_one J f (1 / 2) 0 (by norm_num)] at h2
  rw [energyError_of_le_one J f 0 0 (by norm_num)] at h3
  -- the unknown values of f cancel and leave J / 4 = 0
  have h4 : J / 4 = 0 := by linear_combination h1 - 2 * h2 + h3
  linarith
```

## No exchange in an empty channel: $f(0)=0$

This condition generalises $0^p=0$ and turns the impossibility into a number. Write $e(a,b)$ for the error. For $a,b\ge0$ and $a+b\le1$,
$$e(a,0)+e(0,b)=\tfrac J2\big(a^2+b^2-f(a)-f(b)\big),$$
and $e(a,b)$ has $(a+b)^2$ in place of $a^2+b^2$. Therefore
$$e(a,b)=e(a,0)+e(0,b)+Jab .$$
The cross term is the Hartree repulsion between opposite spins, and $f$ has no influence on it. The proof expands the three errors, inserts $f(0)=0$ and closes with `ring`.

```lean
/-- If `f 0 = 0` and the orbital holds at most one electron, with `a, b ≥ 0`, the error at
`(a, b)` exceeds the sum of the two single-spin errors by `J * a * b`. -/
theorem energyError_coupling (J : ℝ) {f : ℝ → ℝ} (hf : f 0 = 0) {a b : ℝ}
    (ha : 0 ≤ a) (hb : 0 ≤ b) (hab : a + b ≤ 1) :
    energyError J f a b = energyError J f a 0 + energyError J f 0 b + J * a * b := by
  rw [energyError_of_le_one J f a b hab, energyError_of_le_one J f a 0 (by linarith),
    energyError_of_le_one J f 0 b (by linarith), hf]
  ring
```

At half occupation the identity reads $e(\tfrac12,\tfrac12)=2e(\tfrac12,0)+\tfrac J4$. If both errors were smaller than $J/12$ in magnitude, the right side would exceed $-\tfrac J6+\tfrac J4=\tfrac J{12}$ while the left side stayed below it. So at least one of them has magnitude $J/12$ or more. The proof follows this argument by contradiction, reading the two needed inequalities from `abs_lt`. The sign of $J$ is left free, since for $J\le0$ the bound is trivial.

Without $f(0)=0$ the bound fails. For $J>0$, the function $f(n)=\tfrac32n-\tfrac14$ has $f(\tfrac12)=\tfrac12$ and $f(0)=-\tfrac14$, and both half-occupation errors vanish. The defect has moved to the empty orbital, which now has energy $J/4$; this is why the general impossibility proof also consults $(0,0)$.

```lean
/-- For any `f` with `f 0 = 0`, the error at half occupation of both spins or
that at half occupation of one spin is at least `J / 12` in magnitude. -/
theorem error_lower_bound (J : ℝ) {f : ℝ → ℝ} (hf : f 0 = 0) :
    J / 12 ≤ max |energyError J f (1 / 2) (1 / 2)| |energyError J f (1 / 2) 0| := by
  have h : energyError J f (1 / 2) (1 / 2) = 2 * energyError J f (1 / 2) 0 + J / 4 := by
    rw [energyError_of_le_one J f (1 / 2) (1 / 2) (by norm_num),
      energyError_of_le_one J f (1 / 2) 0 (by norm_num), hf]
    ring
  by_contra hlt
  obtain ⟨h1, h2⟩ := max_lt_iff.mp (not_le.mp hlt)
  have h3 := (abs_lt.mp h1).2
  have h4 := (abs_lt.mp h2).1
  linarith
```

The bound is attained by a power functional. Take $p=\log_2(12/5)\approx1.263$, so that $(\tfrac12)^p=\tfrac5{12}$. Then
$$e(\tfrac12,\tfrac12)=\tfrac J2\big(1-\tfrac{10}{12}\big)=\tfrac J{12},\qquad e(\tfrac12,0)=\tfrac J2\big(\tfrac14-\tfrac5{12}\big)=-\tfrac J{12}.$$
The proof obtains $2^p=12/5$ from `Real.rpow_logb`, inverts it, and evaluates the two errors as `e1` and `e2`. This exponent balances the two half-occupation points; the theorem does not compare errors at other occupations.

For a repulsion of $J=12$ eV the half-occupation errors are:

| Exponent | Spin error $e(\tfrac12,\tfrac12)$ | Charge error $e(\tfrac12,0)$ |
|---|---|---|
| $p=1$ | $0$ eV | $6(\tfrac14-\tfrac12)=-1.5$ eV |
| $p=\log_2(12/5)$ | $+1$ eV | $-1$ eV |
| $p=2$ | $6(1-\tfrac12)=3$ eV | $0$ eV |

In each row the spin error is twice the charge error plus 3 eV.

```lean
/-- For `J > 0`, the power functional with `p = log₂ (12/5)` has errors of magnitude exactly
`J / 12` at both half-occupation points. -/
theorem error_bound_attained {J p : ℝ} (hJ : 0 < J) (hp : p = Real.logb 2 (12 / 5)) :
    |energyError J (powerExchange p) (1 / 2) (1 / 2)| = J / 12 ∧
    |energyError J (powerExchange p) (1 / 2) 0| = J / 12 := by
  have h2 : (2 : ℝ) ^ p = 12 / 5 := by
    rw [hp]
    exact Real.rpow_logb (by norm_num) (by norm_num) (by norm_num)
  have hx : (1 / 2 : ℝ) ^ p = 5 / 12 := by
    rw [show (1 / 2 : ℝ) = 2⁻¹ by norm_num, Real.inv_rpow (by norm_num), h2]
    norm_num
  have hp0 : p ≠ 0 := by
    intro h
    rw [h, Real.rpow_zero] at h2
    norm_num at h2
  have e1 : energyError J (powerExchange p) (1 / 2) (1 / 2) = J / 12 := by
    rw [energyError_of_le_one J (powerExchange p) (1 / 2) (1 / 2) (by norm_num)]
    simp only [powerExchange]
    rw [hx]
    ring
  have e2 : energyError J (powerExchange p) (1 / 2) 0 = -(J / 12) := by
    rw [energyError_of_le_one J (powerExchange p) (1 / 2) 0 (by norm_num)]
    simp only [powerExchange]
    rw [hx, Real.zero_rpow hp0]
    ring
  have hpos : 0 < J / 12 := by positivity
  rw [e1, e2, abs_neg, abs_of_pos hpos]
  exact ⟨rfl, rfl⟩

end

end PowerFunctionalDilemma
```

```lean
#print axioms PowerFunctionalDilemma.power_functional_dilemma
#print axioms PowerFunctionalDilemma.energyError_coupling
#print axioms PowerFunctionalDilemma.error_lower_bound
#print axioms PowerFunctionalDilemma.error_bound_attained
```

```
'PowerFunctionalDilemma.power_functional_dilemma' depends on axioms: [propext, Classical.choice, Quot.sound]
'PowerFunctionalDilemma.energyError_coupling' depends on axioms: [propext, Classical.choice, Quot.sound]
'PowerFunctionalDilemma.error_lower_bound' depends on axioms: [propext, Classical.choice, Quot.sound]
'PowerFunctionalDilemma.error_bound_attained' depends on axioms: [propext, Classical.choice, Quot.sound]
```
